# For Hermitian A and B, two imaginary-time slices never give a larger partition function than one, and the two values agree only if A and B commute

## Can the second slice push the partition function up?

Let $H=T+V$ be a Hamiltonian whose two parts are finite Hermitian matrices, and let $\beta$ be the inverse temperature. I write $A=\beta T$, $B=\beta V$, and for $N\ge 1$ slices

$$Z_N=\mathrm{tr}\left[\left(e^{-A/N}e^{-B/N}\right)^N\right].$$

I know that $Z_N$ tends to $\mathrm{tr}\,e^{-(A+B)}$ as $N$ grows, but a limit says nothing about the first refinement. Could $Z_2$ be larger than $Z_1$ for some awkward pair of matrices? The product $e^{-A/2}e^{-B/2}$ is not even Hermitian in general, so I am not sure why $Z_2$ should be real. And if I find $Z_2=Z_1$, does that tell me that $A$ and $B$ commute, or can two traces agree by accident?

## The drop is half the squared norm of a commutator

Write $C^\dagger$ for the conjugate transpose of a matrix $C$, and

$$\|C\|_F^2=\sum_i\sum_j|C_{ij}|^2$$

for its squared Frobenius norm. Let $P=e^{-A/2}$ and $Q=e^{-B/2}$. Both are Hermitian, because $A$ and $B$ are.

With these conventions, $Z_2$ cannot exceed $Z_1$, both numbers are real, and an accidental agreement is impossible. The central step is an identity for the drop; the reality of $Z_1$ and the passage from commuting exponentials to commuting $A$ and $B$ are shown separately below:

$$Z_1-Z_2=\tfrac12\,\|PQ-QP\|_F^2 .$$

To derive it, note first that for any matrix $C$

$$\mathrm{tr}(C^\dagger C)=\sum_j\sum_i\overline{C_{ij}}\,C_{ij}=\|C\|_F^2 .$$

Since $e^{-A}=P^2$ and $e^{-B}=Q^2$, the two partition functions are

$$Z_1=\mathrm{tr}(P^2Q^2),\qquad Z_2=\mathrm{tr}(PQPQ).$$

Now take $C=PQ-QP$. Its conjugate transpose is $C^\dagger=QP-PQ$, so

$$C^\dagger C=QP^2Q-QPQP-PQPQ+PQ^2P .$$

By cyclicity of the trace, the first and last terms each have trace $Z_1$, and the two middle products each have trace $Z_2$. Hence $\|C\|_F^2=2Z_1-2Z_2$, which is the identity.

Cyclicity also gives $Z_1=\mathrm{tr}(QP\,PQ)=\mathrm{tr}\left((PQ)^\dagger PQ\right)=\|PQ\|_F^2$, so $Z_1$ is real. The gap is real too, and therefore so is $Z_2$. The gap is a sum of squares, so $Z_2\le Z_1$.

## Equal traces force the two parts to commute

If $Z_2=Z_1$, every entry of $PQ-QP$ vanishes, so $PQ=QP$. It remains to pass from the exponentials to $A$ and $B$.

Suppose that a matrix $X$ commutes with $e^{G}$, where $G$ is Hermitian. Diagonalise $G=UDU^\dagger$, with $U$ unitary and $D$ diagonal with real entries $d_i$, and put $Y=U^\dagger XU$. Then $Y$ commutes with $e^D$, which in components reads

$$Y_{ij}\,e^{d_j}=e^{d_i}\,Y_{ij}.$$

Either $Y_{ij}=0$, or $e^{d_i}=e^{d_j}$ and so $d_i=d_j$, because the real exponential is injective. In both cases $Y_{ij}d_j=d_iY_{ij}$. Thus $Y$ commutes with $D$, and $X$ commutes with $G$.

Use this twice. First, $P$ commutes with $Q=e^{-B/2}$, hence with $-B/2$. Then $-B/2$ commutes with $P=e^{-A/2}$, hence with $-A/2$. Removing the factors gives $AB=BA$.

Conversely, if $AB=BA$, then $PQ=e^{-(A+B)/2}=QP$ and the gap is zero.

For a spin one-half, take $A=a\sigma_z$ and $B=b\sigma_x$, where $a$ and $b$ are real fields multiplied by $\beta$. The upper right entry of $AB$ is $ab$ and that of $BA$ is $-ab$. If both fields are non-zero, the matrices do not commute and the drop is strict.

## What the Lean theorems say

A matrix of type `Matrix n n ℂ` has complex entries and an arbitrary finite index type `n`, which labels the basis states. The inverse temperature is already contained in `A` and `B`. The condition `A.IsHermitian` says that $A$ equals its conjugate transpose; no sign condition is placed on the eigenvalues, and the two parts may contain any interactions that fit into a finite matrix.

`slice N A` is $e^{-A/N}$, `Z A B N` is $Z_N$, and `frobSq C` is $\|C\|_F^2$. Since `Z` is complex-valued, reality has to be proved. The main theorem, `two_slices_le_one`, makes four statements for Hermitian `A` and `B`: the imaginary parts of $Z_1$ and $Z_2$ are zero, the real part of $Z_2$ is at most that of $Z_1$, and $Z_2=Z_1$ as complex numbers if and only if `A * B = B * A`.

`slicing_gap` contains the formula for the drop together with $Z_1=\|PQ\|_F^2$. `spin_half_strict` is the strict inequality for the spin with two non-zero fields.

The comparison is between one slice and two only. The theorems do not order later values of $N$, and they do not compare either value with $\mathrm{tr}\,e^{-(A+B)}$. A particle on a finite grid or in a finite orthonormal basis, with Hermitian matrices for both parts, fits the setting, whereas unbounded kinetic and potential operators on a continuum do not.

When $Z_1$ and $Z_2$ are computed by direct matrix arithmetic for Hermitian $A$ and $B$, the result gives a simple check: if the value rises from one slice to two by more than rounding can account for, something in the calculation is wrong. For Monte Carlo estimates, statistical error has to be allowed for as well.

```lean
import Mathlib

open Matrix

namespace TwoSlicePartition

variable {n : Type*} [Fintype n] [DecidableEq n]

/-- The imaginary-time propagator `exp(-A/N)` of one slice out of `N`, for `N ≥ 1`. -/
noncomputable def slice (N : ℕ) (A : Matrix n n ℂ) : Matrix n n ℂ :=
  NormedSpace.exp (-((N : ℂ)⁻¹ • A))

/-- The approximate partition function `tr((exp(-A/N) exp(-B/N))^N)` with `N ≥ 1` slices. -/
noncomputable def Z (A B : Matrix n n ℂ) (N : ℕ) : ℂ :=
  trace ((slice N A * slice N B) ^ N)

/-- The squared Frobenius norm of a matrix, the sum of the squared moduli of its entries. -/
noncomputable def frobSq (C : Matrix n n ℂ) : ℝ := ∑ i, ∑ j, ‖C i j‖ ^ 2

omit [DecidableEq n] in
/-- The trace of `Cᴴ C` is the squared Frobenius norm of `C`. -/
theorem trace_conjTranspose_mul (C : Matrix n n ℂ) :
    trace (Cᴴ * C) = (frobSq C : ℂ) := by
  simp only [frobSq, Matrix.trace, Matrix.diag_apply, Matrix.mul_apply,
    Matrix.conjTranspose_apply]
  rw [Finset.sum_comm]
  push_cast
  exact Finset.sum_congr rfl fun i _ => Finset.sum_congr rfl fun j _ => Complex.conj_mul' _

/-- A matrix that commutes with the exponential of a Hermitian matrix commutes with that
Hermitian matrix itself. -/
theorem commute_of_commute_exp {A X : Matrix n n ℂ} (hA : A.IsHermitian)
    (h : X * NormedSpace.exp A = NormedSpace.exp A * X) : X * A = A * X := by
  -- diagonalise `A`
  obtain ⟨U, V, d, hUV, hVU, hd⟩ : ∃ (U V : Matrix n n ℂ) (d : n → ℝ),
      U * V = 1 ∧ V * U = 1 ∧ A = U * diagonal (fun i => (d i : ℂ)) * V := by
    have hs := hA.spectral_theorem
    rw [Unitary.conjStarAlgAut_apply] at hs
    exact ⟨_, _, hA.eigenvalues, Matrix.mem_unitaryGroup_iff.1 hA.eigenvectorUnitary.2,
      Matrix.mem_unitaryGroup_iff'.1 hA.eigenvectorUnitary.2, hs⟩
  have hE : NormedSpace.exp (fun i => (d i : ℂ)) = fun i => Complex.exp (d i) := by
    funext i
    rw [Complex.exp_eq_exp_ℂ]
    simp
  have hexp : NormedSpace.exp A = U * diagonal (fun i => Complex.exp (d i)) * V := by
    have hU : IsUnit U := ⟨⟨U, V, hUV, hVU⟩, rfl⟩
    rw [hd, ← Matrix.inv_eq_right_inv hUV, Matrix.exp_conj _ _ hU, Matrix.exp_diagonal, hE]
  have c1 : ∀ M : Matrix n n ℂ, V * (U * M) = M := fun M => by
    rw [← Matrix.mul_assoc, hVU, Matrix.one_mul]
  have c2 : ∀ M : Matrix n n ℂ, U * (V * M) = M := fun M => by
    rw [← Matrix.mul_assoc, hUV, Matrix.one_mul]
  -- in the eigenbasis, `X` commutes with the diagonal matrix of exponentials
  have hY : (V * X * U) * diagonal (fun i => Complex.exp (d i))
      = diagonal (fun i => Complex.exp (d i)) * (V * X * U) := by
    have h' := congrArg (fun M => V * M * U) h
    simp only [hexp, Matrix.mul_assoc, hVU, Matrix.mul_one, c1] at h'
    simpa only [Matrix.mul_assoc] using h'
  -- so its entries between different eigenvalues vanish
  have hD : (V * X * U) * diagonal (fun i => (d i : ℂ))
      = diagonal (fun i => (d i : ℂ)) * (V * X * U) := by
    ext i j
    have hij := congrFun (congrFun hY i) j
    rw [Matrix.mul_diagonal, Matrix.diagonal_mul] at hij ⊢
    by_cases h0 : (V * X * U) i j = 0
    · rw [h0, zero_mul, mul_zero]
    · rw [mul_comm] at hij
      have he := mul_right_cancel₀ h0 hij
      rw [← Complex.ofReal_exp, ← Complex.ofReal_exp] at he
      rw [Real.exp_injective (Complex.ofReal_injective he), mul_comm]
  have h' := congrArg (fun M => U * M * V) hD
  simp only [Matrix.mul_assoc, hUV, Matrix.mul_one, c2] at h'
  rw [hd]
  simpa only [Matrix.mul_assoc] using h'

omit [Fintype n] [DecidableEq n] in
/-- The generator of a slice of a Hermitian matrix is Hermitian. -/
theorem generator_isHermitian {A : Matrix n n ℂ} (hA : A.IsHermitian) (N : ℕ) :
    (-((N : ℂ)⁻¹ • A)).IsHermitian := by
  unfold Matrix.IsHermitian
  rw [Matrix.conjTranspose_neg, Matrix.conjTranspose_smul, hA.eq]
  simp

/-- For Hermitian `A`, `B` and `N ≥ 1`, the slice propagators `exp(-A/N)` and `exp(-B/N)`
commute if and only if `A` and `B` do. -/
theorem slice_commute_iff {A B : Matrix n n ℂ} (hA : A.IsHermitian) (hB : B.IsHermitian)
    {N : ℕ} (hN : N ≠ 0) :
    slice N A * slice N B = slice N B * slice N A ↔ A * B = B * A := by
  have hc : (N : ℂ)⁻¹ ≠ 0 := inv_ne_zero (Nat.cast_ne_zero.2 hN)
  unfold slice
  constructor
  · intro h
    -- remove the two exponentials one after the other
    have h1 := commute_of_commute_exp (generator_isHermitian hB N) h
    have h2 := commute_of_commute_exp (generator_isHermitian hA N) h1.symm
    simp only [neg_mul_neg, smul_mul_assoc, mul_smul_comm, smul_smul] at h2
    exact (smul_right_injective _ (mul_ne_zero hc hc) h2).symm
  · intro h
    have h0 : Commute A B := h
    have h1 : Commute (-((N : ℂ)⁻¹ • A)) (-((N : ℂ)⁻¹ • B)) :=
      ((h0.smul_left _).smul_right _).neg_left.neg_right
    rw [← Matrix.exp_add_of_commute _ _ h1, ← Matrix.exp_add_of_commute _ _ h1.symm, add_comm]

/-- One full imaginary-time step is two half steps: `exp(-A) = exp(-A/2) exp(-A/2)`. -/
theorem slice_one (A : Matrix n n ℂ) : slice 1 A = slice 2 A * slice 2 A := by
  unfold slice
  rw [← Matrix.exp_add_of_commute _ _ (Commute.refl _)]
  congr 1
  simp only [Nat.cast_one, Nat.cast_ofNat]
  module

/-- For Hermitian `A` and `B`, the one-slice partition function is the squared Frobenius norm
of `exp(-A/2) exp(-B/2)`, and it exceeds the two-slice one by half the squared Frobenius norm
of the commutator of `exp(-A/2)` and `exp(-B/2)`. -/
theorem slicing_gap {A B : Matrix n n ℂ} (hA : A.IsHermitian) (hB : B.IsHermitian) :
    Z A B 1 = (frobSq (slice 2 A * slice 2 B) : ℂ) ∧
    Z A B 1 - Z A B 2
      = ((1 / 2 * frobSq (slice 2 A * slice 2 B - slice 2 B * slice 2 A) : ℝ) : ℂ) := by
  have hP : (slice 2 A).IsHermitian := (generator_isHermitian hA 2).exp
  have hQ : (slice 2 B).IsHermitian := (generator_isHermitian hB 2).exp
  unfold Z
  rw [pow_one, slice_one A, slice_one B, pow_two]
  generalize slice 2 A = P at *
  generalize slice 2 B = Q at *
  -- cyclicity of the trace
  have t1 : trace (Q * (P * P * Q)) = trace (P * P * (Q * Q)) := by
    rw [Matrix.trace_mul_comm Q (P * P * Q), Matrix.mul_assoc (P * P) Q Q]
  have t2 : trace (Q * (P * Q * P)) = trace (P * Q * (P * Q)) := by
    rw [Matrix.trace_mul_comm Q (P * Q * P), Matrix.mul_assoc (P * Q) P Q]
  have t3 : trace (P * Q * Q * P) = trace (P * P * (Q * Q)) := by
    rw [Matrix.trace_mul_comm (P * Q * Q) P]
    simp only [Matrix.mul_assoc]
  constructor
  · rw [← trace_conjTranspose_mul, Matrix.conjTranspose_mul, hP.eq, hQ.eq, ← t1]
    simp only [Matrix.mul_assoc]
  · have hC := trace_conjTranspose_mul (P * Q - Q * P)
    have e : (Q * P - P * Q) * (P * Q - Q * P)
        = Q * (P * P * Q) - Q * (P * Q * P) - P * Q * (P * Q) + P * Q * Q * P := by
      noncomm_ring
    rw [Matrix.conjTranspose_sub, Matrix.conjTranspose_mul, Matrix.conjTranspose_mul,
      hP.eq, hQ.eq, e, Matrix.trace_add, Matrix.trace_sub, Matrix.trace_sub, t1, t2, t3] at hC
    push_cast
    linear_combination (1 / 2 : ℂ) * hC

/-- For Hermitian `A` and `B`, the one-slice and two-slice partition functions are real, the
second is at most the first, and they are equal if and only if `A` and `B` commute. -/
theorem two_slices_le_one {A B : Matrix n n ℂ} (hA : A.IsHermitian) (hB : B.IsHermitian) :
    (Z A B 1).im = 0 ∧ (Z A B 2).im = 0 ∧ (Z A B 2).re ≤ (Z A B 1).re ∧
      (Z A B 2 = Z A B 1 ↔ A * B = B * A) := by
  obtain ⟨h1, hgap⟩ := slicing_gap hA hB
  have him : (Z A B 1).im = 0 := by rw [h1, Complex.ofReal_im]
  have hre := congrArg Complex.re hgap
  have him2 := congrArg Complex.im hgap
  rw [Complex.sub_re, Complex.ofReal_re] at hre
  rw [Complex.sub_im, Complex.ofReal_im] at him2
  have hpos : 0 ≤ frobSq (slice 2 A * slice 2 B - slice 2 B * slice 2 A) := by
    unfold frobSq
    positivity
  refine ⟨him, by linarith, by linarith, ?_⟩
  rw [← slice_commute_iff hA hB two_ne_zero]
  constructor
  · intro h
    -- a vanishing gap makes every entry of the commutator vanish
    rw [h, sub_self] at hre
    have h0 : frobSq (slice 2 A * slice 2 B - slice 2 B * slice 2 A) = 0 := by linarith
    unfold frobSq at h0
    rw [Finset.sum_eq_zero_iff_of_nonneg (fun i _ => by positivity)] at h0
    apply sub_eq_zero.1
    ext i j
    have hi := h0 i (Finset.mem_univ i)
    rw [Finset.sum_eq_zero_iff_of_nonneg (fun j _ => by positivity)] at hi
    exact norm_eq_zero.1 (pow_eq_zero_iff two_ne_zero |>.1 (hi j (Finset.mem_univ j)))
  · intro h
    rw [h, sub_self] at hgap
    have h0 : frobSq (0 : Matrix n n ℂ) = 0 := by simp [frobSq]
    rw [h0, mul_zero, Complex.ofReal_zero] at hgap
    exact (sub_eq_zero.1 hgap).symm

/-- For a spin one-half with `A = a σ_z` and `B = b σ_x`, where the real fields `a` and `b` are
both non-zero, two slices give a strictly smaller partition function than one. -/
theorem spin_half_strict {a b : ℝ} (ha : a ≠ 0) (hb : b ≠ 0) :
    (Z !![(a : ℂ), 0; 0, -a] !![0, (b : ℂ); b, 0] 2).re
      < (Z !![(a : ℂ), 0; 0, -a] !![0, (b : ℂ); b, 0] 1).re := by
  have hA : (!![(a : ℂ), 0; 0, -a]).IsHermitian := by
    ext i j
    fin_cases i <;> fin_cases j <;> simp
  have hB : (!![0, (b : ℂ); b, 0]).IsHermitian := by
    ext i j
    fin_cases i <;> fin_cases j <;> simp
  obtain ⟨h1, h2, hle, hiff⟩ := two_slices_le_one hA hB
  refine lt_of_le_of_ne hle fun h => ?_
  -- equality would force the two field terms to commute
  have hcomm := congrFun (congrFun (hiff.1 (Complex.ext h (h2.trans h1.symm))) 0) 1
  simp only [Matrix.mul_apply, Fin.sum_univ_two, Matrix.of_apply, Matrix.cons_val_zero,
    Matrix.cons_val_one, Matrix.cons_val_fin_one] at hcomm
  have hab : (a : ℂ) * b = 0 := by linear_combination (1 / 2 : ℂ) * hcomm
  exact mul_ne_zero ha hb (by exact_mod_cast hab)

end TwoSlicePartition
```

```lean
#print axioms TwoSlicePartition.two_slices_le_one
-- 'TwoSlicePartition.two_slices_le_one' depends on axioms: [propext, Classical.choice, Quot.sound]
#print axioms TwoSlicePartition.spin_half_strict
-- 'TwoSlicePartition.spin_half_strict' depends on axioms: [propext, Classical.choice, Quot.sound]
```

## From the lemmas to the inequality

`trace_conjTranspose_mul` is the formula $\mathrm{tr}(C^\dagger C)=\|C\|_F^2$. It expands the trace into a double sum, exchanges the order of summation and uses $\bar z z=|z|^2$ term by term.

`commute_of_commute_exp` is the eigenbasis argument. The spectral theorem supplies `U`, its inverse `V` and the real eigenvalues `d`. The statement `hY` says that `V * X * U`, the matrix called $Y$ above, commutes with the diagonal matrix of exponentials. The statement `hD` replaces those exponentials by the eigenvalues. Its proof splits according to whether the entry `i j` is zero; if it is not, the entry is cancelled and `Real.exp_injective` identifies the two eigenvalues. The last lines transform back to the original basis.

`generator_isHermitian` shows that $-A/N$ is Hermitian, so the previous lemma applies to it. `slice_commute_iff` then removes the two exponentials in the order used above, first that of `B` and then that of `A`, and obtains the converse from the exponential law for commuting matrices. It holds for every non-zero `N`, although the main theorem uses it only at `N = 2`.

`slice_one` is the splitting $e^{-A}=e^{-A/2}e^{-A/2}$. In `slicing_gap`, this rewrites $Z_1$ in terms of the half-step propagators, and `generalize` then replaces them by plain Hermitian matrices `P` and `Q`, since nothing else about exponentials is needed there. The statements `t1`, `t2` and `t3` are the uses of cyclicity, `e` is the expansion of $C^\dagger C$ by `noncomm_ring`, and `linear_combination` divides the resulting equation by two.

`two_slices_le_one` takes real and imaginary parts of the gap formula. $Z_1$ is real because it equals a squared norm, and the imaginary part of the gap formula then shows that $Z_2$ is real. The inequality follows by linear arithmetic from the real part and `hpos`, the non-negativity of the squared norm. For the equality case, a vanishing sum of non-negative terms has only vanishing terms; this is applied first to the rows and then to the entries within a row. The half-step propagators therefore commute, and `slice_commute_iff` carries this over to `A` and `B`.

Finally, `spin_half_strict` checks that both field terms are Hermitian and supposes that the two partition functions are equal. The main theorem then makes the field terms commute, and the entry in row 0 and column 1 gives $ab=0$, which contradicts the assumption on the fields.
